# Number of lines meeting the filled block at each stage of an axis-by-axis transform on a doubled grid

A grid has `2N` points along each of `d` axes, with `N ≥ 1`, and its axes are transformed in order. Before axis `a` (counted from zero) is transformed, the filled block consists of the points whose coordinates on axis `a` and all later axes lie below `N`; a line along axis `a` is active if it meets this block. The theorem `card_activeLines` states that there are exactly `2^a N^(d-1)` active lines. The proof writes the set of active lines as a product of coordinate sets, with `2N` choices on each earlier axis and `N` on each later one, then takes a factor `N` from every axis other than `a` and collects the remaining factors of two in `hpow`.

The first attempt, which Lean rejects:

```lean
import Mathlib

open Finset

namespace CardActiveLines

noncomputable section

variable {d N : ℕ}

/-- Points of the doubled grid with `2N` points along each of `d` axes. -/
abbrev Grid (d N : ℕ) := Fin d → Fin (2 * N)

/-- A grid line along axis `a`, labelled by its coordinates on the other axes. -/
abbrev Line (N : ℕ) (a : Fin d) := {i : Fin d // i ≠ a} → Fin (2 * N)

/-- The point with coordinate `j` on a line along axis `a`. -/
def point (a : Fin d) (l : Line N a) (j : Fin (2 * N)) : Grid d N :=
  fun i => if h : i = a then j else l ⟨i, h⟩

/-- The block filled once the axes before `k` are transformed: the coordinates on
all remaining axes lie below `N`. -/
def Filled (k : ℕ) (x : Grid d N) : Prop :=
  ∀ i : Fin d, k ≤ (i : ℕ) → (x i : ℕ) < N

open scoped Classical in
/-- The lines along axis `a` that meet the block filled by the earlier transforms. -/
def activeLines (N : ℕ) (a : Fin d) : Finset (Line N a) :=
  univ.filter fun l => ∃ j, Filled (a : ℕ) (point a l j)

/-- For `N ≥ 1`, a line along axis `a` is active exactly when its coordinates on all
later axes lie below `N`. -/
theorem mem_activeLines (hN : 0 < N) {a : Fin d} {l : Line N a} :
    l ∈ activeLines N a ↔ ∀ i : {i : Fin d // i ≠ a}, a < i.1 → (l i : ℕ) < N := by
  simp only [activeLines, mem_filter, mem_univ, true_and]
  constructor
  · rintro ⟨j, hj⟩ i hi
    have h := hj i.1 (Fin.lt_def.mp hi).le
    simp only [point, dif_neg i.2] at h
    exact h
  · intro h
    refine ⟨⟨0, by omega⟩, fun i hi => ?_⟩
    by_cases hia : i = a
    · simp only [point, dif_pos hia]
      exact hN
    · simp only [point, dif_neg hia]
      exact h ⟨i, hia⟩ (lt_of_le_of_ne (Fin.le_def.mpr hi) (Ne.symm hia))

/-- For `N ≥ 1`, axis `a` (counted from zero) has `2^a N^(d-1)` active lines. -/
theorem card_activeLines (hN : 0 < N) (a : Fin d) :
    (activeLines N a).card = 2 ^ (a : ℕ) * N ^ (d - 1) := by
  have hhalf : (univ.filter fun j : Fin (2 * N) => (j : ℕ) < N).card = N := by
    have h : (univ.filter fun j : Fin (2 * N) => (j : ℕ) < N) =
        univ.image (Fin.castLE (by omega : N ≤ 2 * N)) := by
      ext j
      simp only [mem_filter, mem_univ, true_and, mem_image]
      constructor
      · intro hj
        exact ⟨⟨j, hj⟩, rfl⟩
      · rintro ⟨i, rfl⟩
        exact i.2
    rw [h, card_image_of_injective _ (Fin.castLE_injective _), card_univ, Fintype.card_fin]
  -- earlier axes offer 2N coordinates, later axes only N
  have hset : activeLines N a = Fintype.piFinset (fun i : {i : Fin d // i ≠ a} =>
      if i.1 < a then univ else univ.filter fun j : Fin (2 * N) => (j : ℕ) < N) := by
    ext l
    rw [mem_activeLines hN, Fintype.mem_piFinset]
    refine forall_congr' fun i => ?_
    rcases lt_or_gt_of_ne i.2 with h | h
    · simp [h, lt_asymm h]
    · simp [h, lt_asymm h]
  have hcard : ∀ i : {i : Fin d // i ≠ a},
      (if i.1 < a then univ else univ.filter fun j : Fin (2 * N) => (j : ℕ) < N).card =
        N * (if i.1 < a then 2 else 1) := by
    intro i
    split_ifs
    · rw [card_univ, Fintype.card_fin, mul_comm]
    · rw [hhalf, mul_one]
  have hpow : ∏ i : {i : Fin d // i ≠ a}, (if i.1 < a then 2 else 1) = 2 ^ (a : ℕ) := by
    have h1 := prod_subtype (p := fun i => i ≠ a) (univ.erase a) (by simp)
      (fun i : Fin d => if i < a then 2 else 1)
    have h2 := prod_erase (univ : Finset (Fin d))
      (f := fun i : Fin d => if i < a then 2 else 1) (a := a) (by simp)
    refine (h1.symm.trans h2).trans ?_
    have hI : (univ.filter fun i : Fin d => i < a) = Iio a := by
      ext i
      simp
    simp only [prod_ite, prod_const, one_pow, mul_one, hI, Fin.card_Iio]
  rw [hset, Fintype.card_piFinset, prod_congr rfl fun i _ => hcard i, prod_mul_distrib,
    hpow, prod_const, card_univ, Fintype.card_subtype, filter_ne',
    card_erase_of_mem (mem_univ a), card_univ, Fintype.card_fin, mul_comm]

end

end CardActiveLines
```

Messages:

```
Main.lean:80:15: error: don't know how to synthesize implicit argument `F`
  @prod_subtype (Fin d) ℕ Nat.instCommMonoid (fun i => i ≠ a) ?m.329 (univ.erase a)
    (of_eq_true
      (Eq.trans
        (forall_congr fun x =>
          Eq.trans
            (congrFun'
              (congrArg Iff
                (Eq.trans mem_erase._simp_1 (Eq.trans (congrArg (And ¬x = a) (mem_univ._simp_1 x)) (and_true ¬x = a))))
              ¬x = a)
            (iff_self ¬x = a))
        (implies_true (Fin d))))
    fun i => if i < a then 2 else 1
context:
d N : ℕ
hN : 0 < N
a : Fin d
hhalf : #{j | ↑j < N} = N
hset : activeLines N a = Fintype.piFinset fun i => if ↑i < a then univ else {j | ↑j < N}
hcard : ∀ (i : { i // i ≠ a }), #(if ↑i < a then univ else {j | ↑j < N}) = N * if ↑i < a then 2 else 1
⊢ Fintype { i // i ≠ a }
Main.lean:80:9: error: failed to infer `have` declaration type
```

Diagnosis. The first error is in `h1`, inside the proof of `hpow`. There `prod_subtype` turns a product over `univ.erase a` into one over the subtype `{i // i ≠ a}`, which needs a `Fintype` instance for that subtype. The lemma takes this instance as an ordinary implicit argument, `F`, so Lean does not look for it by instance search and must fix it by unification. The arguments supplied do not determine `F`, and `have h1 := ...` gives no expected type that could. The second error, the failure to infer the type of the `have`, follows from the first, since that type contains the unknown `F`.

The repair states the equation `h1` is to prove. When Lean reads the product over the subtype in that statement, it finds the `Fintype` instance by the usual search, and matching the lemma against the statement then fixes `F`. The statement also determines `p`, so the explicit `(p := fun i => i ≠ a)` can be dropped. The added comment is mere tidying.

The mended proof, as a diff:

```diff
@@ -77,7 +77,9 @@
     · rw [card_univ, Fintype.card_fin, mul_comm]
     · rw [hhalf, mul_one]
+  -- each earlier axis contributes one factor of two
   have hpow : ∏ i : {i : Fin d // i ≠ a}, (if i.1 < a then 2 else 1) = 2 ^ (a : ℕ) := by
-    have h1 := prod_subtype (p := fun i => i ≠ a) (univ.erase a) (by simp)
-      (fun i : Fin d => if i < a then 2 else 1)
+    have h1 : ∏ i ∈ univ.erase a, (if i < a then 2 else 1) =
+        ∏ i : {i : Fin d // i ≠ a}, (if i.1 < a then 2 else 1) :=
+      prod_subtype (univ.erase a) (by simp) (fun i : Fin d => if i < a then 2 else 1)
     have h2 := prod_erase (univ : Finset (Fin d))
       (f := fun i : Fin d => if i < a then 2 else 1) (a := a) (by simp)
```
